# The third-order sum over states for a nondegenerate level

Let $H_0=\mathrm{diag}(e)$ be a finite diagonal matrix with real entries, let $\psi_0$ be the basis vector of a level $o$ with $e_m\neq e_o$ for all $m\neq o$, and let $V$ be a perturbation. If $\psi_1$ and $\psi_2$ are orthogonal to $\psi_0$ and solve the first- and second-order Rayleigh-Schrödinger equations, then

$$\langle\psi_0,V\psi_2\rangle=\sum_{m\neq o}\sum_{n\neq o}\frac{V_{om}\,(V_{mn}-\delta_{mn}V_{oo})\,V_{no}}{(e_m-e_o)(e_n-e_o)} .$$

This number is also the energy $E_3$ in the third-order equation, whenever that equation has a solution. The third-order Møller-Plesset energy has this form in a finite basis of determinants built from canonical Hartree-Fock orbitals, where $H_0$, the sum of the one-electron Fock operators, is diagonal, provided no other determinant has the same sum of orbital energies as the reference.

## Projecting the perturbation equations

The equations for $H_0+\lambda V$ at first and second order in $\lambda$ are

$$H_0\psi_1+V\psi_0=e_o\psi_1+E_1\psi_0,$$
$$H_0\psi_2+V\psi_1=e_o\psi_2+E_1\psi_1+E_2\psi_0 .$$

Write $\psi_{1,m}$ and $\psi_{2,m}$ for the components on level $m$. Orthogonality to $\psi_0$ means $\psi_{1,o}=\psi_{2,o}=0$.

Component $o$ of the first equation gives $E_1=V_{oo}$. Component $m\neq o$ reads $e_m\psi_{1,m}+V_{mo}=e_o\psi_{1,m}$, so

$$\psi_{1,m}=-\frac{V_{mo}}{e_m-e_o}.$$

Component $m\neq o$ of the second equation, with $E_1=V_{oo}$ and $\psi_{1,o}=0$, becomes

$$(e_m-e_o)\psi_{2,m}=-(V\psi_1)_m+V_{oo}\psi_{1,m}=-\sum_{n\neq o}(V_{mn}-\delta_{mn}V_{oo})\psi_{1,n}.$$

Inserting the first-order amplitudes cancels the minus sign:

$$\psi_{2,m}=\sum_{n\neq o}\frac{(V_{mn}-\delta_{mn}V_{oo})V_{no}}{(e_m-e_o)(e_n-e_o)}.$$

Since $\psi_{2,o}=0$, we have $\langle\psi_0,V\psi_2\rangle=\sum_{m\neq o}V_{om}\psi_{2,m}$, which is the double sum.

The third-order equation is $H_0\psi_3+V\psi_2=e_o\psi_3+E_1\psi_2+E_2\psi_1+E_3\psi_0$. In its component $o$ the terms $e_o\psi_{3,o}$ cancel and those with $\psi_{1,o}$ and $\psi_{2,o}$ vanish, which leaves $E_3=(V\psi_2)_o$.

Solutions of the first two equations always exist. Take $\psi_{1,m}$ as above, define $\psi_{2,m}$ by dividing the second-order component equation by $e_m-e_o$, and set both components on $o$ to zero. The components $m\neq o$ then hold by construction, and the components $o$ hold with $E_1=V_{oo}$ and $E_2=(V\psi_1)_o$.

Hermiticity has not been used so far. If $V$ is Hermitian, complex conjugation turns the term $(m,n)$ into the term $(n,m)$, so the sum is real. With two levels and $o=0$, only $m=n=1$ remains, and $V_{01}V_{10}=|V_{10}|^2$ gives

$$\frac{|V_{10}|^2(V_{11}-V_{00})}{(e_1-e_0)^2}.$$

## A three-level example

Take $o=0$, $e=(0,1,2)$ and

$$V=\begin{pmatrix}1&1&2\\1&2&1\\2&1&1\end{pmatrix}.$$

The diagonal terms of the sum are $1\cdot(2-1)\cdot1/1=1$ and $2\cdot(1-1)\cdot2/4=0$. The two cross terms are each $1\cdot1\cdot2/2=1$. The total is $3$.

The equations give the same value. The first-order state is $\psi_1=(0,-1,-1)$, with $(V\psi_1)_1=-3$ and $(V\psi_1)_2=-2$. Hence $\psi_{2,1}=-(-3+1)/1=2$ and $\psi_{2,2}=-(-2+1)/2=\tfrac12$, and $(V\psi_2)_0=1\cdot2+2\cdot\tfrac12=3$.

## A second-order state that is not orthogonal

Suppose the condition $\langle\psi_0,\psi_2\rangle=0$ is given up. In the example, $\psi_2'=\psi_2+\psi_0=(1,2,\tfrac12)$ still solves the second-order equation, because $H_0\psi_0=e_o\psi_0$. But $\langle\psi_0,V\psi_2'\rangle=3+V_{00}=4$, while the double sum is still $3$.

## States, operators and equations in Lean

The levels are labelled by a finite type `ι`.

```lean
import Mathlib

open Matrix

namespace ThirdOrderSumOverStates

noncomputable section

variable {ι : Type*} [Fintype ι] [DecidableEq ι]
```

The unperturbed Hamiltonian is a complex matrix with the real energies `e` on its diagonal.

```lean
/-- The unperturbed Hamiltonian, diagonal with real level energies `e`. -/
def H0 (e : ι → ℝ) : Matrix ι ι ℂ := Matrix.diagonal (fun m => (e m : ℂ))
```

Despite its name, `groundState o` is the basis vector of any chosen level; nothing requires $e_o$ to be the lowest energy.

```lean
/-- The unperturbed state: the basis vector of level `o`. -/
def groundState (o m : ι) : ℂ := if m = o then 1 else 0
```

The next structure collects the assumptions on $\psi_1$ and $\psi_2$. The overlap `star x ⬝ᵥ y` is conjugated in its first argument, and `*ᵥ` applies a matrix to a vector. The orthogonality conditions are the convention called intermediate normalisation, in which the perturbed state keeps overlap $1$ with $\psi_0$. `E1` and `E2` enter as unspecified complex numbers. The equations are taken as the starting point: their derivation from an expansion in $\lambda$, and the convergence of that expansion, are not treated.

```lean
/-- The states `ψ1`, `ψ2` are orthogonal to the unperturbed state and solve the first- and
second-order Rayleigh-Schrödinger equations with energy corrections `E1`, `E2`. -/
structure RayleighSchrodinger (e : ι → ℝ) (V : Matrix ι ι ℂ) (o : ι) (E1 E2 : ℂ)
    (ψ1 ψ2 : ι → ℂ) : Prop where
  orth1 : star (groundState o) ⬝ᵥ ψ1 = 0
  orth2 : star (groundState o) ⬝ᵥ ψ2 = 0
  first : H0 e *ᵥ ψ1 + V *ᵥ groundState o = (e o : ℂ) • ψ1 + E1 • groundState o
  second : H0 e *ᵥ ψ2 + V *ᵥ ψ1 = (e o : ℂ) • ψ2 + E1 • ψ1 + E2 • groundState o
```

In the double sum, `Finset.univ.erase o` is the set of all levels except `o`, and the `if` expression is $\delta_{mn}V_{oo}$. If `o` is the only level, the sum is empty and equals zero.

```lean
/-- The third-order sum over pairs of states `m`, `n` different from `o`. -/
def thirdOrderSum (e : ι → ℝ) (V : Matrix ι ι ℂ) (o : ι) : ℂ :=
  ∑ m ∈ Finset.univ.erase o, ∑ n ∈ Finset.univ.erase o,
    V o m * (V m n - if m = n then V o o else 0) * V n o /
      (((e m : ℂ) - e o) * ((e n : ℂ) - e o))
```

Two further definitions write out the explicit solutions.

```lean
/-- The first-order state written out in the unperturbed basis. -/
def firstOrderState (e : ι → ℝ) (V : Matrix ι ι ℂ) (o m : ι) : ℂ :=
  if m = o then 0 else -V m o / ((e m : ℂ) - e o)

/-- The second-order state, built from the first-order state. -/
def secondOrderState (e : ι → ℝ) (V : Matrix ι ι ℂ) (o m : ι) : ℂ :=
  if m = o then 0 else
    -((V *ᵥ firstOrderState e V o) m - V o o * firstOrderState e V o m) / ((e m : ℂ) - e o)
```

## Components of vectors and of matrix products

Three lemmas translate between vectors and components. The first says that the overlap with $\psi_0$ picks out component `o`, so the orthogonality conditions become $\psi_{1,o}=\psi_{2,o}=0$.

```lean
/-- The overlap of the unperturbed state with `x` is the component of `x` on level `o`. -/
theorem groundState_overlap (o : ι) (x : ι → ℂ) : star (groundState o) ⬝ᵥ x = x o := by
  rw [dotProduct, Finset.sum_eq_single o]
  · simp [groundState]
  · intro m _ hm
    simp [groundState, hm]
  · simp
```

The second says that $V\psi_0$ is column `o` of $V$.

```lean
/-- Acting on the unperturbed state, `V` produces its column `o`. -/
theorem mulVec_groundState (V : Matrix ι ι ℂ) (o m : ι) :
    (V *ᵥ groundState o) m = V m o := by
  simp [Matrix.mulVec, dotProduct, groundState]
```

The third removes level `o` from the sum in $(Vx)_m$ when $x_o=0$. This is where orthogonality restricts the intermediate states.

```lean
/-- On a state without component on level `o`, the action of `V` is a sum over the other
levels. -/
theorem mulVec_excited (V : Matrix ι ι ℂ) {o : ι} {x : ι → ℂ} (hx : x o = 0) (m : ι) :
    (V *ᵥ x) m = ∑ n ∈ Finset.univ.erase o, V m n * x n := by
  show ∑ n, V m n * x n = _
  exact (Finset.sum_erase Finset.univ (by simp [hx])).symm
```

## First- and second-order amplitudes

The hypothesis `hdeg` states that no other level shares the energy of `o`; the other levels may coincide among themselves. In the proof, `congrFun h.first o` and `congrFun h.first m` take the components of the first-order equation, and `linear_combination` does the rearrangement. Nondegeneracy enters as `hd`, which permits the division by $e_m-e_o$.

```lean
/-- For a nondegenerate level `o`, the first-order energy is `V o o`, and the first-order amplitude
on each other level `m` is minus the coupling `V m o` divided by `e m - e o`. -/
theorem first_order {e : ι → ℝ} {V : Matrix ι ι ℂ} {o : ι} {E1 E2 : ℂ} {ψ1 ψ2 : ι → ℂ}
    (hdeg : ∀ m, m ≠ o → e m ≠ e o) (h : RayleighSchrodinger e V o E1 E2 ψ1 ψ2) :
    E1 = V o o ∧ ∀ m, m ≠ o → ψ1 m = -V m o / ((e m : ℂ) - e o) := by
  constructor
  · have hk := congrFun h.first o
    simp only [Pi.add_apply, Pi.smul_apply, smul_eq_mul, H0, Matrix.mulVec_diagonal,
      mulVec_groundState, groundState, ↓reduceIte] at hk
    linear_combination -hk
  · intro m hm
    have hd : (e m : ℂ) - e o ≠ 0 := sub_ne_zero.mpr (by exact_mod_cast hdeg m hm)
    have hk := congrFun h.first m
    simp only [Pi.add_apply, Pi.smul_apply, smul_eq_mul, H0, Matrix.mulVec_diagonal,
      mulVec_groundState, groundState, if_neg hm] at hk
    rw [eq_div_iff hd]
    linear_combination hk
```

The second-order amplitude, again for a nondegenerate level `o`, follows the derivation above. `hk` is component `m` of the second-order equation, `hshift` rewrites $(V\psi_1)_m-V_{oo}\psi_{1,m}$ as a single sum, and `hsum` inserts the first-order amplitudes. The last line combines `hk` with $E_1=V_{oo}$.

```lean
/-- Each second-order amplitude outside level `o` is a single sum over intermediate states. -/
theorem second_order_amplitude {e : ι → ℝ} {V : Matrix ι ι ℂ} {o : ι} {E1 E2 : ℂ}
    {ψ1 ψ2 : ι → ℂ} (hdeg : ∀ m, m ≠ o → e m ≠ e o)
    (h : RayleighSchrodinger e V o E1 E2 ψ1 ψ2) (m : ι) (hm : m ≠ o) :
    ψ2 m = ∑ n ∈ Finset.univ.erase o, (V m n - if m = n then V o o else 0) * V n o /
      (((e m : ℂ) - e o) * ((e n : ℂ) - e o)) := by
  obtain ⟨hE, hamp⟩ := first_order hdeg h
  have hd : (e m : ℂ) - e o ≠ 0 := sub_ne_zero.mpr (by exact_mod_cast hdeg m hm)
  have h1 : ψ1 o = 0 := (groundState_overlap o ψ1).symm.trans h.orth1
  -- the second-order equation projected on level m
  have hk := congrFun h.second m
  simp only [Pi.add_apply, Pi.smul_apply, smul_eq_mul, H0, Matrix.mulVec_diagonal,
    groundState, if_neg hm] at hk
  have hshift : ∑ n ∈ Finset.univ.erase o, (V m n - if m = n then V o o else 0) * ψ1 n
      = (V *ᵥ ψ1) m - V o o * ψ1 m := by
    rw [mulVec_excited V h1]
    simp [sub_mul, Finset.sum_sub_distrib, ite_mul, hm]
  -- insert the first-order amplitudes
  have hsum : ∑ n ∈ Finset.univ.erase o, (V m n - if m = n then V o o else 0) * V n o /
      (((e m : ℂ) - e o) * ((e n : ℂ) - e o))
      = -(∑ n ∈ Finset.univ.erase o, (V m n - if m = n then V o o else 0) * ψ1 n) /
        ((e m : ℂ) - e o) := by
    rw [← Finset.sum_neg_distrib, Finset.sum_div]
    refine Finset.sum_congr rfl fun n hn => ?_
    rw [hamp n (Finset.ne_of_mem_erase hn), ← div_div]
    ring
  rw [hsum, hshift, eq_div_iff hd]
  linear_combination hk + ψ1 m * hE
```

## The double sum and the third-order energy

The main theorem has two hypotheses, nondegeneracy of `o` and the structure `RayleighSchrodinger`, and holds for any complex matrix `V`. Its proof writes the overlap as $\sum_{m\neq o}V_{om}\psi_{2,m}$, inserts the amplitude just found, and compares the sums term by term.

```lean
/-- The matrix element of `V` between the unperturbed and the second-order state equals the
third-order sum over states. -/
theorem third_order_sum_over_states {e : ι → ℝ} {V : Matrix ι ι ℂ} {o : ι} {E1 E2 : ℂ}
    {ψ1 ψ2 : ι → ℂ} (hdeg : ∀ m, m ≠ o → e m ≠ e o)
    (h : RayleighSchrodinger e V o E1 E2 ψ1 ψ2) :
    star (groundState o) ⬝ᵥ (V *ᵥ ψ2) = thirdOrderSum e V o := by
  have h2 : ψ2 o = 0 := (groundState_overlap o ψ2).symm.trans h.orth2
  rw [groundState_overlap, mulVec_excited V h2, thirdOrderSum]
  refine Finset.sum_congr rfl fun m hm => ?_
  rw [second_order_amplitude hdeg h m (Finset.ne_of_mem_erase hm), Finset.mul_sum]
  refine Finset.sum_congr rfl fun n _ => ?_
  rw [← mul_div_assoc, ← mul_assoc]
```

For the energy, both hypotheses are kept, and a vector `ψ3` that solves the third-order equation is assumed as well, with no orthogonality condition on it. Component `o` of that equation gives $E_3=(V\psi_2)_o$.

```lean
/-- If a state `ψ3` solves the third-order Rayleigh-Schrödinger equation with energy `E3`, then
`E3` is the third-order sum over states. -/
theorem third_order_energy {e : ι → ℝ} {V : Matrix ι ι ℂ} {o : ι} {E1 E2 E3 : ℂ}
    {ψ1 ψ2 ψ3 : ι → ℂ} (hdeg : ∀ m, m ≠ o → e m ≠ e o)
    (h : RayleighSchrodinger e V o E1 E2 ψ1 ψ2)
    (h3 : H0 e *ᵥ ψ3 + V *ᵥ ψ2 =
      (e o : ℂ) • ψ3 + E1 • ψ2 + E2 • ψ1 + E3 • groundState o) :
    E3 = thirdOrderSum e V o := by
  have p1 : ψ1 o = 0 := (groundState_overlap o ψ1).symm.trans h.orth1
  have p2 : ψ2 o = 0 := (groundState_overlap o ψ2).symm.trans h.orth2
  rw [← third_order_sum_over_states hdeg h, groundState_overlap]
  have hk := congrFun h3 o
  simp only [Pi.add_apply, Pi.smul_apply, smul_eq_mul, H0, Matrix.mulVec_diagonal,
    groundState, ↓reduceIte, p1, p2] at hk
  linear_combination -hk
```

## Explicit solutions

The assumptions on $\psi_1$ and $\psi_2$ can be met for every `V` and every nondegenerate level: the explicit states solve both equations, with $E_1=V_{oo}$ and $E_2=(V\psi_1)_o$. The proof checks each equation by components, treating `m = o` and `m ≠ o` separately.

```lean
/-- For every perturbation of a nondegenerate level, the explicit first- and second-order states
solve the Rayleigh-Schrödinger equations. -/
theorem rayleighSchrodinger_witness (e : ι → ℝ) (V : Matrix ι ι ℂ) (o : ι)
    (hdeg : ∀ m, m ≠ o → e m ≠ e o) :
    RayleighSchrodinger e V o (V o o) ((V *ᵥ firstOrderState e V o) o)
      (firstOrderState e V o) (secondOrderState e V o) := by
  have h1 : firstOrderState e V o o = 0 := by simp [firstOrderState]
  have h2 : secondOrderState e V o o = 0 := by simp [secondOrderState]
  refine ⟨by rw [groundState_overlap, h1], by rw [groundState_overlap, h2], ?_, ?_⟩
  · funext m
    simp only [Pi.add_apply, Pi.smul_apply, smul_eq_mul, H0, Matrix.mulVec_diagonal,
      mulVec_groundState, groundState]
    by_cases hm : m = o
    · rw [hm, h1, if_pos rfl]
      ring
    · have hd : (e m : ℂ) - e o ≠ 0 := sub_ne_zero.mpr (by exact_mod_cast hdeg m hm)
      have hs : firstOrderState e V o m * ((e m : ℂ) - e o) = -V m o := by
        rw [firstOrderState, if_neg hm, div_mul_cancel₀ _ hd]
      rw [if_neg hm]
      linear_combination hs
  · funext m
    simp only [Pi.add_apply, Pi.smul_apply, smul_eq_mul, H0, Matrix.mulVec_diagonal,
      groundState]
    by_cases hm : m = o
    · rw [hm, h1, h2, if_pos rfl]
      ring
    · have hd : (e m : ℂ) - e o ≠ 0 := sub_ne_zero.mpr (by exact_mod_cast hdeg m hm)
      have hs : secondOrderState e V o m * ((e m : ℂ) - e o) =
          -((V *ᵥ firstOrderState e V o) m - V o o * firstOrderState e V o m) := by
        rw [secondOrderState, if_neg hm, div_mul_cancel₀ _ hd]
      rw [if_neg hm]
      linear_combination hs
```

## Hermitian perturbations

Reality of the sum is stated as a vanishing imaginary part. `Finset.sum_comm` exchanges the two summations, after which the conjugate of each term matches its partner. The case $m=n$ is handled separately because only there does $V_{oo}$ appear.

```lean
/-- For a Hermitian perturbation the third-order sum over states is real. -/
theorem thirdOrderSum_real (e : ι → ℝ) {V : Matrix ι ι ℂ} (hV : V.IsHermitian) (o : ι) :
    (thirdOrderSum e V o).im = 0 := by
  have hs : ∀ i j, starRingEnd ℂ (V i j) = V j i := fun i j => hV.apply j i
  rw [← Complex.conj_eq_iff_im, thirdOrderSum]
  simp only [map_sum]
  -- conjugation exchanges the two intermediate states
  rw [Finset.sum_comm]
  refine Finset.sum_congr rfl fun m _ => Finset.sum_congr rfl fun n _ => ?_
  by_cases hmn : m = n
  · subst hmn
    simp only [↓reduceIte, map_div₀, map_mul, map_sub, hs, Complex.conj_ofReal]
    ring
  · simp only [if_neg hmn, if_neg (Ne.symm hmn), sub_zero, map_div₀, map_mul, map_sub, hs,
      Complex.conj_ofReal]
    ring
```

In the two-level formula, `Complex.normSq (V 1 0)` is $|V_{10}|^2$. This theorem and the previous one do not assume nondegeneracy; where a denominator vanishes, Lean sets the quotient to zero, and the statement then has no physical content.

```lean
/-- For two levels and Hermitian `V`, the third-order sum for level `0` is the squared modulus of
the coupling times `V 1 1 - V 0 0`, over the squared level spacing. -/
theorem thirdOrderSum_two_level (e : Fin 2 → ℝ) {V : Matrix (Fin 2) (Fin 2) ℂ}
    (hV : V.IsHermitian) :
    thirdOrderSum e V 0 =
      (Complex.normSq (V 1 0) : ℂ) * (V 1 1 - V 0 0) / ((e 1 : ℂ) - e 0) ^ 2 := by
  have he : (Finset.univ : Finset (Fin 2)).erase 0 = {1} := by decide
  have hs : starRingEnd ℂ (V 1 0) = V 0 1 := hV.apply 0 1
  rw [thirdOrderSum, he, ← Complex.mul_conj, hs, pow_two]
  simp only [Finset.sum_singleton, ↓reduceIte]
  congr 1
  ring

end

end ThirdOrderSumOverStates
```

```lean
#print axioms ThirdOrderSumOverStates.third_order_sum_over_states
#print axioms ThirdOrderSumOverStates.third_order_energy
#print axioms ThirdOrderSumOverStates.thirdOrderSum_real
#print axioms ThirdOrderSumOverStates.thirdOrderSum_two_level
```

```
'ThirdOrderSumOverStates.third_order_sum_over_states' depends on axioms: [propext, Classical.choice, Quot.sound]
'ThirdOrderSumOverStates.third_order_energy' depends on axioms: [propext, Classical.choice, Quot.sound]
'ThirdOrderSumOverStates.thirdOrderSum_real' depends on axioms: [propext, Classical.choice, Quot.sound]
'ThirdOrderSumOverStates.thirdOrderSum_two_level' depends on axioms: [propext, Classical.choice, Quot.sound]
```
